# In units $\hbar^2/2\mu=1$, a spherical square well of radius $R$ and depth $K_0^2$ has exactly $n$ s-wave matching solutions if and only if $(n-\tfrac12)\pi < K_0R \le (n+\tfrac12)\pi$

Before I run a root finder on a spherical square well, which I use as a one-particle model potential, I fix how many s-wave levels to look for. With radius $R$ and depth $K_0^2$, in units $\hbar^2/2\mu=1$ with $\mu$ the mass of the particle, I find the natural number $n$ with $(n-\tfrac12)\pi < K_0R \le (n+\tfrac12)\pi$ and stop after $n$ roots $q$ of $q\cos qR + \sqrt{K_0^2-q^2}\,\sin qR = 0$ in $0<q<K_0$. I learned the rule from a sketch of cotangent branches crossing a circle. The sketch does not convince me that each branch is crossed only once, or that the non-strict inequality sits at the correct end. Can the count be derived rigorously and checked in Lean?

## From the radial equation to the matching function

It can, and the cotangent with its poles is not needed. Take units $\hbar^2/2\mu = 1$ for a particle of mass $\mu$, and a potential $V(r)$ equal to $-K_0^2$ for $r<R$ and to $0$ for $r>R$. For zero angular momentum the function $u(r) = r\psi(r)$, with $\psi$ the wave function, obeys $-u'' + Vu = Eu$ with $u(0)=0$. For an energy $-K_0^2 < E < 0$ define $q>0$ and $\kappa>0$ by $q^2 = K_0^2 + E$ and $\kappa^2 = -E$, so that $0<q<K_0$ and $\kappa = \sqrt{K_0^2-q^2}$. The solution that vanishes at the origin is $\sin qr$, with its amplitude set to one, and the decaying exterior solution is $Ae^{-\kappa r}$ for some amplitude $A$. Since the step in $V$ is finite, value and slope are continuous at $R$:

$$\sin qR = Ae^{-\kappa R}, \qquad q\cos qR = -\kappa A e^{-\kappa R}.$$

Adding $\kappa$ times the first equation to the second removes $A$ and gives

$$F(q) := q\cos qR + \kappa\sin qR = 0.$$

Conversely, if $F(q)=0$, the choice $A = \sin(qR)\,e^{\kappa R}$ satisfies the first equation, and the second becomes $q\cos qR = -\kappa\sin qR$, which is $F(q)=0$ again.

## A monotone phase that counts the roots

For $0<q<K_0$ put $\theta = \arcsin(q/K_0)$, which lies in $(0,\pi/2)$. Then $q = K_0\sin\theta$ and $\kappa = K_0\cos\theta$, and the addition formula gives

$$F(q) = K_0(\sin\theta\cos qR + \cos\theta\sin qR) = K_0\sin\varphi(q), \qquad \varphi(q) = qR + \arcsin(q/K_0).$$

The term $qR$ increases strictly because $R>0$ and the arcsine does not decrease, so $\varphi$ is strictly increasing. It is continuous, with $\varphi(0)=0$ and $\varphi(K_0) = K_0R+\pi/2$. Hence it maps $(0,K_0)$ one-to-one onto $(0, K_0R+\pi/2)$. The roots of $F$ are the points where $\varphi(q) = m\pi$ for an integer $m$, and $m\ge1$ because $\varphi>0$ there. The number of roots is therefore the number of integers $m\ge1$ with $m\pi < K_0R+\pi/2$. These are $1,\dots,n$ exactly when

$$n\pi < K_0R + \tfrac{\pi}{2} \le (n+1)\pi,$$

which is your window after subtracting $\pi/2$. For $n=0$ the left inequality holds automatically and the condition is $K_0R\le\pi/2$. Since $qR = m\pi-\theta$ at a root, each root also satisfies $(m-\tfrac12)\pi < qR < m\pi$.

The non-strict end comes from the open interval. At $K_0R = (n+\tfrac12)\pi$ the value $(n+1)\pi$ is reached only at $q=K_0$, where $\kappa=0$ and the exterior function is a constant that does not decay. The other endpoint $q=0$ is always a zero of $F$, but only because $\sin qr$ vanishes identically there. The nonzero interior solution at that energy is $u=r$, whose value and slope at $R$ are both positive, so it joins no decaying exterior function.

## How the Lean objects encode the well

The real numbers `K0` and `R` carry the hypotheses `0 < K0` and `0 < R`, which describe an attractive well of nonzero size. The functions `kappa`, `matchFn` and `phase` are $\kappa$, $F$ and $\varphi$, and `boundSet K0 R` is the set of $q$ in `Ioo 0 K0`, the open interval, with $F(q)=0$. The main theorem `boundSet_encard_iff` reads: for every natural $n$, this set has exactly $n$ elements if and only if $(n-\tfrac12)\pi < K_0R \le (n+\tfrac12)\pi$. The count is `encard`, which takes values in the naturals extended by infinity, so equality with $n$ includes finiteness. The number $n$ is cast to the reals before $\tfrac12$ is subtracted, so at $n=0$ the lower bound is $-\pi/2$. Mathlib's arcsine is clamped to $\pm\pi/2$ outside $[-1,1]$ and its square root of a negative number is zero, which lets `phase_strictMono` and `matching_iff` be stated on the whole real line, while the count uses only $0<q<K_0$.

The formal development starts from the two functions $\sin qr$ and $Ae^{-\kappa r}$. The radial equation, the claim that these are its only admissible solutions, the continuity requirement at $R$ and square integrability belong to the physical reading above and are not theorems of the file. The functions are also unnormalised: at a root $\int_0^\infty u^2\,dr = (R+1/\kappa)/2$, so the normalised radial function is $\sqrt{2\kappa/(1+\kappa R)}\;u$. Higher angular momenta are not treated.

For a single particle in a constant-depth spherical well with zero angular momentum, the theorem fixes the parameter range of your model: one matching solution for $\pi/2 < K_0R \le 3\pi/2$, and an additional one each time $K_0R$ passes a further half-odd multiple of $\pi$.

```lean
import Mathlib

open Real Set

namespace SquareWellBoundStates

noncomputable section

/-- Exterior decay constant `κ = √(K0² - q²)` for interior wave number `q` in a well of
depth `K0²`. -/
def kappa (K0 q : ℝ) : ℝ := √(K0 ^ 2 - q ^ 2)

/-- The s-wave matching function `q cos (qR) + κ sin (qR)` of a well of radius `R`. -/
def matchFn (K0 R q : ℝ) : ℝ := q * cos (q * R) + kappa K0 q * sin (q * R)

/-- The total phase `qR + arcsin (q / K0)`. -/
def phase (K0 R q : ℝ) : ℝ := q * R + arcsin (q / K0)

/-- The wave numbers `q` in `(0, K0)` that satisfy the s-wave bound-state condition. -/
def boundSet (K0 R : ℝ) : Set ℝ := {q | q ∈ Ioo 0 K0 ∧ matchFn K0 R q = 0}

/-- The interior function `sin (q r)` joins some exterior function `A exp (-κ r)` at `r = R`
in value and slope exactly when the matching function vanishes. -/
theorem matching_iff (K0 R q : ℝ) :
    (∃ A : ℝ, sin (q * R) = A * exp (-kappa K0 q * R) ∧
      deriv (fun r => sin (q * r)) R = deriv (fun r => A * exp (-kappa K0 q * r)) R) ↔
    matchFn K0 R q = 0 := by
  have h1 : HasDerivAt (fun r => sin (q * r)) (cos (q * R) * (q * 1)) R :=
    ((hasDerivAt_id' R).const_mul q).sin
  have h2 : ∀ A : ℝ, HasDerivAt (fun r => A * exp (-kappa K0 q * r))
      (A * (exp (-kappa K0 q * R) * (-kappa K0 q * 1))) R := fun A =>
    (((hasDerivAt_id' R).const_mul (-kappa K0 q)).exp).const_mul A
  unfold matchFn
  constructor
  · rintro ⟨A, hv, hd⟩
    rw [h1.deriv, (h2 A).deriv] at hd
    linear_combination hd + kappa K0 q * hv
  · intro h
    have e : exp (kappa K0 q * R) * exp (-kappa K0 q * R) = 1 := by
      rw [← exp_add]; simp
    -- continuity of the value fixes the amplitude
    refine ⟨sin (q * R) * exp (kappa K0 q * R), ?_, ?_⟩
    · linear_combination (-sin (q * R)) * e
    · rw [h1.deriv, (h2 _).deriv]
      linear_combination h + kappa K0 q * sin (q * R) * e

/-- For `0 < q < K0` the matching function equals `K0` times the sine of the total phase. -/
theorem matchFn_eq_sin_phase {K0 q : ℝ} (R : ℝ) (hq : q ∈ Ioo 0 K0) :
    matchFn K0 R q = K0 * sin (phase K0 R q) := by
  have hK : 0 < K0 := hq.1.trans hq.2
  have hK' : K0 ≠ 0 := hK.ne'
  have hp := div_pos hq.1 hK
  have hk : kappa K0 q = K0 * √(1 - (q / K0) ^ 2) := by
    have h : K0 ^ 2 - q ^ 2 = K0 ^ 2 * (1 - (q / K0) ^ 2) := by field_simp
    unfold kappa
    rw [h, Real.sqrt_mul (sq_nonneg K0), Real.sqrt_sq hK.le]
  have hd : K0 * (q / K0) = q := by field_simp
  unfold matchFn phase
  rw [sin_add, sin_arcsin (by linarith) ((div_le_one hK).2 hq.2.le), cos_arcsin, hk]
  linear_combination (-cos (q * R)) * hd

/-- The total phase is strictly increasing in the wave number. -/
theorem phase_strictMono {K0 R : ℝ} (hK : 0 < K0) (hR : 0 < R) : StrictMono (phase K0 R) := by
  intro a b hab
  have h0 : a / K0 ≤ b / K0 := by gcongr
  have h1 : arcsin (a / K0) ≤ arcsin (b / K0) := Real.monotone_arcsin h0
  have h2 := mul_lt_mul_of_pos_right hab hR
  unfold phase
  linarith

/-- The total phase maps the interval `(0, K0)` onto `(0, K0 R + π/2)`. -/
theorem phase_image {K0 R : ℝ} (hK : 0 < K0) (hR : 0 < R) :
    phase K0 R '' Ioo 0 K0 = Ioo 0 (K0 * R + π / 2) := by
  have hm := phase_strictMono hK hR
  have h0 : phase K0 R 0 = 0 := by simp [phase]
  have h1 : phase K0 R K0 = K0 * R + π / 2 := by
    unfold phase
    rw [div_self hK.ne', arcsin_one]
  have hc : Continuous (phase K0 R) :=
    (by fun_prop : Continuous fun q : ℝ => q * R).add
      (continuous_arcsin.comp (by fun_prop : Continuous fun q : ℝ => q / K0))
  apply Subset.antisymm
  · rintro _ ⟨q, hq, rfl⟩
    have a := hm hq.1
    have b := hm hq.2
    constructor <;> linarith
  · have h := intermediate_value_Ioo hK.le hc.continuousOn
    rw [h0, h1] at h
    exact h

/-- A wave number satisfies the bound-state condition exactly when it lies in `(0, K0)` and
its total phase is a positive integer multiple of `π`. -/
theorem mem_boundSet_iff {K0 R q : ℝ} (hR : 0 < R) :
    q ∈ boundSet K0 R ↔ q ∈ Ioo 0 K0 ∧ ∃ m : ℕ, 1 ≤ m ∧ phase K0 R q = m * π := by
  constructor
  · rintro ⟨hI, h⟩
    have hK : 0 < K0 := hI.1.trans hI.2
    rw [matchFn_eq_sin_phase R hI] at h
    obtain ⟨k, hk⟩ := Real.sin_eq_zero_iff.1 ((mul_eq_zero.1 h).resolve_left hK.ne')
    have hy : phase K0 R q ∈ Ioo 0 (K0 * R + π / 2) := by
      rw [← phase_image hK hR]; exact mem_image_of_mem _ hI
    have hk0 : (0 : ℝ) < k := by
      by_contra hc
      have h3 := mul_le_mul_of_nonneg_right (not_lt.1 hc) pi_pos.le
      linarith [hy.1]
    have hk1 : 0 < k := by exact_mod_cast hk0
    obtain ⟨m, rfl⟩ := Int.eq_ofNat_of_zero_le hk1.le
    refine ⟨hI, m, by omega, ?_⟩
    rw [← hk, Int.cast_natCast]
  · rintro ⟨hI, m, -, hm⟩
    refine ⟨hI, ?_⟩
    rw [matchFn_eq_sin_phase R hI, hm, Real.sin_nat_mul_pi, mul_zero]

/-- Every solution satisfies `(m - 1/2) π < qR < m π` for some natural `m ≥ 1`. -/
theorem root_location {K0 R q : ℝ} (hR : 0 < R) (hq : q ∈ boundSet K0 R) :
    ∃ m : ℕ, 1 ≤ m ∧ ((m : ℝ) - 1 / 2) * π < q * R ∧ q * R < m * π := by
  obtain ⟨hI, m, hm1, hm⟩ := (mem_boundSet_iff hR).1 hq
  have hK : 0 < K0 := hI.1.trans hI.2
  have a : 0 < arcsin (q / K0) := Real.arcsin_pos.2 (div_pos hI.1 hK)
  have b : arcsin (q / K0) < π / 2 := Real.arcsin_lt_pi_div_two.2 ((div_lt_one hK).2 hI.2)
  unfold phase at hm
  exact ⟨m, hm1, by linarith, by linarith⟩

/-- If `(n - 1/2) π < K0 R ≤ (n + 1/2) π`, the s-wave bound-state condition has exactly `n`
solutions `q` in `(0, K0)`. -/
theorem boundSet_encard {K0 R : ℝ} (hK : 0 < K0) (hR : 0 < R) (n : ℕ)
    (hlo : ((n : ℝ) - 1 / 2) * π < K0 * R) (hhi : K0 * R ≤ ((n : ℝ) + 1 / 2) * π) :
    (boundSet K0 R).encard = n := by
  -- the phases of the solutions are π, 2π, ..., nπ
  have himg : phase K0 R '' boundSet K0 R =
      (fun m : ℕ => (m : ℝ) * π) '' ((Finset.Icc 1 n : Finset ℕ) : Set ℕ) := by
    ext y
    constructor
    · rintro ⟨q, hq, rfl⟩
      obtain ⟨hI, m, hm1, hm⟩ := (mem_boundSet_iff hR).1 hq
      have hy : phase K0 R q ∈ Ioo 0 (K0 * R + π / 2) := by
        rw [← phase_image hK hR]; exact mem_image_of_mem _ hI
      have h1 : (m : ℝ) < n + 1 := by
        by_contra hc
        have h3 := mul_le_mul_of_nonneg_right (not_lt.1 hc) pi_pos.le
        linarith [hy.2]
      have h2 : m < n + 1 := by exact_mod_cast h1
      exact ⟨m, Finset.mem_coe.2 (Finset.mem_Icc.2 ⟨hm1, by omega⟩), hm.symm⟩
    · rintro ⟨m, hm, rfl⟩
      obtain ⟨h1, h2⟩ := Finset.mem_Icc.1 (Finset.mem_coe.1 hm)
      have h1' : (0 : ℝ) < m := by exact_mod_cast h1
      have h2' : (m : ℝ) ≤ n := by exact_mod_cast h2
      have h3 := mul_le_mul_of_nonneg_right h2' pi_pos.le
      have hy : (m : ℝ) * π ∈ Ioo 0 (K0 * R + π / 2) := ⟨mul_pos h1' pi_pos, by linarith⟩
      rw [← phase_image hK hR] at hy
      obtain ⟨q, hI, hq⟩ := hy
      exact ⟨q, (mem_boundSet_iff hR).2 ⟨hI, m, h1, hq⟩, hq⟩
  have hinj : Function.Injective (fun m : ℕ => (m : ℝ) * π) := by
    intro a b h
    have h' : (a : ℝ) * π = b * π := h
    exact_mod_cast mul_right_cancel₀ pi_ne_zero h'
  rw [← (phase_strictMono hK hR).injective.encard_image (boundSet K0 R), himg,
    hinj.encard_image, Set.encard_coe_eq_coe_finsetCard, Nat.card_Icc, Nat.add_sub_cancel]

/-- The bound-state condition has exactly `n` solutions in `(0, K0)` if and only if
`(n - 1/2) π < K0 R ≤ (n + 1/2) π`. -/
theorem boundSet_encard_iff {K0 R : ℝ} (hK : 0 < K0) (hR : 0 < R) (n : ℕ) :
    (boundSet K0 R).encard = n ↔
      ((n : ℝ) - 1 / 2) * π < K0 * R ∧ K0 * R ≤ ((n : ℝ) + 1 / 2) * π := by
  refine ⟨fun h => ?_, fun h => boundSet_encard hK hR n h.1 h.2⟩
  -- find the window `m` that contains `K0 R`; the count forces `m = n`
  obtain ⟨y, hy0, hy⟩ : ∃ y : ℝ, 0 < y ∧ y * π = K0 * R + π / 2 :=
    ⟨(K0 * R + π / 2) / π, by positivity, div_mul_cancel₀ _ pi_ne_zero⟩
  have hpos : 0 < ⌈y⌉₊ := Nat.ceil_pos.2 hy0
  obtain ⟨m, hm⟩ : ∃ m : ℕ, ⌈y⌉₊ = m + 1 := ⟨⌈y⌉₊ - 1, by omega⟩
  have h1 := Nat.le_ceil y
  have h2 := Nat.ceil_lt_add_one hy0.le
  rw [hm] at h1 h2
  push_cast at h1 h2
  have h3 := mul_le_mul_of_nonneg_right h1 pi_pos.le
  have h4 := mul_lt_mul_of_pos_right h2 pi_pos
  have hlo : ((m : ℝ) - 1 / 2) * π < K0 * R := by linarith
  have hhi : K0 * R ≤ ((m : ℝ) + 1 / 2) * π := by linarith
  have hmn : m = n := by
    have h5 := (boundSet_encard hK hR m hlo hhi).symm.trans h
    exact_mod_cast h5
  subst hmn
  exact ⟨hlo, hhi⟩

/-- The bound-state condition has no solution in `(0, K0)` exactly when `K0 R ≤ π/2`. -/
theorem boundSet_eq_empty_iff {K0 R : ℝ} (hK : 0 < K0) (hR : 0 < R) :
    boundSet K0 R = ∅ ↔ K0 * R ≤ π / 2 := by
  have h := boundSet_encard_iff hK hR 0
  simp only [Nat.cast_zero] at h
  rw [← Set.encard_eq_zero, h]
  have hp := mul_pos hK hR
  constructor
  · intro a
    linarith [a.2]
  · intro a
    constructor <;> linarith [pi_pos]

end

end SquareWellBoundStates
```

```lean
#print axioms SquareWellBoundStates.matching_iff
#print axioms SquareWellBoundStates.root_location
#print axioms SquareWellBoundStates.boundSet_encard_iff
#print axioms SquareWellBoundStates.boundSet_eq_empty_iff
```

```
'SquareWellBoundStates.matching_iff' depends on axioms: [propext, Classical.choice, Quot.sound]
'SquareWellBoundStates.root_location' depends on axioms: [propext, Classical.choice, Quot.sound]
'SquareWellBoundStates.boundSet_encard_iff' depends on axioms: [propext, Classical.choice, Quot.sound]
'SquareWellBoundStates.boundSet_eq_empty_iff' depends on axioms: [propext, Classical.choice, Quot.sound]
```

## How the lemmas follow the derivation

In `matching_iff` the facts `h1` and `h2` compute the two slopes by the chain rule. The forward direction closes with `linear_combination hd + kappa K0 q * hv`, which is the slope equation plus $\kappa$ times the value equation. The backward direction supplies the amplitude `sin (q * R) * exp (kappa K0 q * R)` and uses $e^{\kappa R}e^{-\kappa R}=1$.

The lemma `matchFn_eq_sin_phase` first rewrites $\kappa$ as $K_0\sqrt{1-(q/K_0)^2}$, then expands $\sin\varphi$ with `sin_add`, `sin_arcsin` and `cos_arcsin`. The lemma `phase_strictMono` adds the strict inequality for $qR$ to the weak one from `Real.monotone_arcsin`. In `phase_image` one inclusion follows from monotonicity between the endpoint values `h0` and `h1`, and the other is the intermediate value theorem `intermediate_value_Ioo`.

The lemma `mem_boundSet_iff` divides out $K_0$, obtains an integer `k` from `Real.sin_eq_zero_iff`, and uses positivity of the phase to turn it into a natural $m\ge1$. Then `root_location` inserts $0<\theta<\pi/2$ into $qR+\theta=m\pi$. It asserts that such an $m$ exists for each root; that a given $m$ belongs to at most one root is contained in the injectivity of $\varphi$, which the counting argument uses directly.

That argument is `boundSet_encard`. The step `himg` shows that the phases of the roots form the set $\{m\pi : 1\le m\le n\}$. From left to right, $m\pi < K_0R+\pi/2 \le (n+1)\pi$ forces $m\le n$, which uses the upper bound `hhi`. From right to left, $m\pi \le n\pi < K_0R+\pi/2$ places $m\pi$ in the image of the phase, which uses the lower bound `hlo` and produces a root. Both $\varphi$ and $m\mapsto m\pi$ are injective, so `encard_image` carries the count over to `Finset.Icc 1 n`, which has $n$ elements.

For the converse, `boundSet_encard_iff` sets $y = (K_0R+\pi/2)/\pi > 0$ and writes its ceiling as $m+1$, so that $m < y \le m+1$. Multiplying by $\pi$ shows that $K_0R$ lies in the window of this $m$, the forward theorem gives $m$ roots, and comparison with the assumed count yields $m=n$. Finally `boundSet_eq_empty_iff` is the case $n=0$, where $K_0R>0$ settles the lower inequality and only $K_0R\le\pi/2$ remains.
